# A step function on a circle, truncated at wavenumber 2K, keeps exact matrix elements between plane waves up to K

On a circle with angle \(\theta\), take the basis \(e^{-i\theta}, 1, e^{i\theta}\) and the function \(s = 1 + 2\cos 2\theta + 2\cos 3\theta\). For \(f = e^{i\theta}\) and \(h = e^{-i\theta}\) the product \(\bar f h\) is \(e^{-2i\theta}\), and the average of \(s\,\bar f h\) is 1, all of it from the \(\cos 2\theta\) term. Deleting \(\cos 3\theta\) from \(s\) changes nothing, for this pair or any other, because products \(\bar f h\) from this basis contain only wavenumbers from \(-2\) to \(2\). Deleting \(\cos 2\theta\) as well would change the matrix element from 1 to 0.

The problems below treat any degree \(K \ge 0\) and any integrable \(s\), which includes every bounded measurable function.

## Circle, basis and matrix elements

The circle has period \(T > 0\) and is the type `AddCircle T`; the positivity of \(T\) is the assumption `Fact (0 < T)`.

```lean
import Mathlib

open MeasureTheory AddCircle
open scoped ComplexConjugate

namespace StepFunctionTruncation

noncomputable section

variable {T : ℝ} [hT : Fact (0 < T)]
```

The plane wave \(e_n(x) = e^{2\pi i n x/T}\), with integer \(n\), is `fourier n x`. A trigonometric polynomial of degree at most \(K\) is \(\sum_{|g|\le K} c_g e_g\) with arbitrary complex coefficients. In Lean, `c` is defined on all integers, but only its values with \(|g| \le K\) enter.

```lean
/-- The trigonometric polynomial of degree at most `K` with plane-wave coefficients `c`. -/
def trigPoly (K : ℕ) (c : ℤ → ℂ) (x : AddCircle T) : ℂ :=
  ∑ g ∈ Finset.Icc (-(K : ℤ)) K, c g * fourier g x
```

All integrals use `haarAddCircle`, which gives the circle total mass one, so they are averages; an ordinary integral over one period is \(T\) times larger. The Fourier coefficient is \(\hat s(n) = \int e_{-n}\, s\), and the truncated function is \(s_M = \sum_{|g|\le M} \hat s(g)\, e_g\).

```lean
/-- The Fourier partial sum of `s` over all wavenumbers of modulus at most `M`. -/
def truncate (M : ℕ) (s : AddCircle T → ℂ) : AddCircle T → ℂ :=
  trigPoly M (fourierCoeff s)
```

The matrix element is \(\langle f|s|h\rangle = \int s\,\bar f h\), where the bar is `conj`.

```lean
/-- The matrix element of the function `s` between `f` and `h`, averaged over the circle. -/
def matrixElement (s f h : AddCircle T → ℂ) : ℂ :=
  ∫ x, s x * (conj (f x) * h x) ∂haarAddCircle
```

## (a) A plane wave times an integrable function

Let \(s\) be integrable. Show that for every integer \(n\)
\[ \int |e_n s| < \infty . \]

**Solution.** The plane wave is continuous, so \(e_n s\) is measurable. Since \(|e_n(x)| = 1\), we have \(|e_n s| = |s|\), whose integral is finite.

In Lean, `hs.mono` asks for these two facts, measurability and a bound on the norm; `h1` is \(|e_n(x)| = 1\).

```lean
/-- An integrable function stays integrable when multiplied by a plane wave. -/
lemma integrable_fourier_mul {s : AddCircle T → ℂ} (hs : Integrable s haarAddCircle) (n : ℤ) :
    Integrable (fun x => fourier n x * s x) haarAddCircle := by
  refine hs.mono ((fourier n).continuous.aestronglyMeasurable.mul hs.aestronglyMeasurable)
    (ae_of_all _ fun x => ?_)
  have h1 : ‖fourier n x‖ = 1 := by
    rw [fourier_apply]
    exact Circle.norm_coe _
  simp only [norm_mul, h1, one_mul, le_refl]
```

## (b) Integrability of trigonometric polynomials

Show that for all coefficients \(c_g\)
\[ \int \Bigl|\sum_{|g|\le M} c_g e_g\Bigr| < \infty . \]

**Solution.** The constant 1 is integrable, so by (a) each \(e_g = e_g \cdot 1\) is too. Finite sums of multiples of integrable functions are integrable.

```lean
/-- Every trigonometric polynomial is integrable. -/
lemma integrable_trigPoly (M : ℕ) (c : ℤ → ℂ) :
    Integrable (trigPoly M c : AddCircle T → ℂ) haarAddCircle := by
  show Integrable (fun x : AddCircle T =>
    ∑ g ∈ Finset.Icc (-(M : ℤ)) M, c g * fourier g x) haarAddCircle
  refine MeasureTheory.integrable_finsetSum _ fun g _ => Integrable.const_mul ?_ (c g)
  simpa only [mul_one] using integrable_fourier_mul (T := T) (integrable_const (1 : ℂ)) g
```

## (c) The average of a plane wave

Show that
\[ \int e_n = \begin{cases} 1 & n = 0,\\ 0 & n \neq 0. \end{cases} \]

**Solution.** For \(n = 0\) this is the average of 1. For \(n \ne 0\), shift by half a wavelength:
\[ e_n\!\left(x + \tfrac{T}{2n}\right) = e^{i\pi} e_n(x) = -e_n(x). \]
The average does not change under a shift, so it equals its own negative and vanishes.

The sign change is `fourier_add_half_inv_index`, and `integral_eq_zero_of_add_right_eq_neg` draws the conclusion.

```lean
/-- The average of a plane wave over the circle is one for wavenumber zero and zero otherwise. -/
lemma integral_planeWave (n : ℤ) :
    ∫ x : AddCircle T, fourier n x ∂haarAddCircle = if n = 0 then 1 else 0 := by
  split_ifs with h
  · subst h
    simp
  · -- a shift by half a wavelength reverses the sign
    exact integral_eq_zero_of_add_right_eq_neg (μ := haarAddCircle)
      (fourier_add_half_inv_index h hT.elim)
```

## (d) Fourier coefficients of a trigonometric polynomial

Let \(p = \sum_{|g|\le M} c_g e_g\). Show that
\[ \hat p(n) = \begin{cases} c_n & |n| \le M,\\ 0 & |n| > M. \end{cases} \]

**Solution.** Multiply by \(e_{-n}\) and integrate term by term:
\[ \hat p(n) = \sum_{|g|\le M} c_g \int e_{g-n} . \]
By (c) only the term \(g = n\) survives, and it is present exactly when \(|n| \le M\).

In the code, `h` carries out the multiplication, `hi` justifies exchanging sum and integral, and the last `simp only` picks out the surviving term.

```lean
/-- The Fourier coefficients of a trigonometric polynomial are its plane-wave coefficients
up to its degree, and zero beyond. -/
theorem fourierCoeff_trigPoly (M : ℕ) (c : ℤ → ℂ) (n : ℤ) :
    fourierCoeff (trigPoly M c : AddCircle T → ℂ) n =
      if n ∈ Finset.Icc (-(M : ℤ)) M then c n else 0 := by
  have h : ∀ x : AddCircle T,
      fourier (-n) x • ∑ g ∈ Finset.Icc (-(M : ℤ)) M, c g * fourier g x =
        ∑ g ∈ Finset.Icc (-(M : ℤ)) M, c g * fourier (g - n) x := by
    intro x
    rw [smul_eq_mul, Finset.mul_sum]
    refine Finset.sum_congr rfl fun g _ => ?_
    rw [sub_eq_add_neg, fourier_add]
    ring
  have hi : ∀ k : ℤ, Integrable (fun x : AddCircle T => fourier k x) haarAddCircle := by
    intro k
    simpa only [mul_one] using integrable_fourier_mul (T := T) (integrable_const (1 : ℂ)) k
  simp only [fourierCoeff, trigPoly, h]
  rw [MeasureTheory.integral_finsetSum _ (fun g _ => (hi (g - n)).const_mul (c g))]
  simp only [integral_const_mul, integral_planeWave, sub_eq_zero, mul_ite, mul_one, mul_zero,
    Finset.sum_ite_eq']
```

## (e) Matrix elements between two plane waves

Show that
\[ \langle e_g|s|e_{g'}\rangle = \hat s(g-g') . \]

**Solution.** Conjugation reverses the wavenumber, so \(\bar e_g e_{g'} = e_{-g+g'} = e_{-(g-g')}\). Hence
\[ \langle e_g|s|e_{g'}\rangle = \int e_{-(g-g')}\, s , \]
which is the definition of the coefficient. The proof in Lean likewise shows that the two integrands agree at every point.

```lean
/-- Between two plane waves, the matrix element of `s` is its Fourier coefficient at the
difference of the wavenumbers. -/
theorem matrixElement_planeWave (s : AddCircle T → ℂ) (g g' : ℤ) :
    matrixElement s (fun x => fourier g x) (fun x => fourier g' x) =
      fourierCoeff s (g - g') := by
  unfold matrixElement fourierCoeff
  refine integral_congr_ae (ae_of_all _ fun x => ?_)
  simp only [smul_eq_mul]
  rw [show -(g - g') = -g + g' by ring, fourier_add, fourier_neg]
  ring
```

## (f) Matrix elements between two polynomials

Let \(s\) be integrable, \(f = \sum_{|g|\le K} a_g e_g\) and \(h = \sum_{|g'|\le K} b_{g'} e_{g'}\). Show that
\[ \langle f|s|h\rangle = \sum_{|g|\le K}\ \sum_{|g'|\le K} \bar a_g\, b_{g'}\, \hat s(g-g') . \]

**Solution.** Expand both factors, using the product from (e):
\[ s\,\bar f h = \sum_{|g|\le K}\ \sum_{|g'|\le K} \bar a_g\, b_{g'}\, e_{-(g-g')}\, s . \]
Each term is integrable by (a), so the finite sums may be taken out of the integral, and each remaining integral is a Fourier coefficient.

The expansion is the code's local statement `h`. The two uses of `integral_finsetSum` take out the outer and then the inner sum.

```lean
/-- For integrable `s`, the matrix element between two trigonometric polynomials is a finite double
sum over Fourier coefficients of `s` at wavenumber differences. -/
theorem matrixElement_trigPoly {s : AddCircle T → ℂ} (hs : Integrable s haarAddCircle)
    (K : ℕ) (a b : ℤ → ℂ) :
    matrixElement s (trigPoly K a) (trigPoly K b) =
      ∑ g ∈ Finset.Icc (-(K : ℤ)) K, ∑ g' ∈ Finset.Icc (-(K : ℤ)) K,
        conj (a g) * b g' * fourierCoeff s (g - g') := by
  have h : ∀ x, s x * (conj (trigPoly K a x) * trigPoly K b x) =
      ∑ g ∈ Finset.Icc (-(K : ℤ)) K, ∑ g' ∈ Finset.Icc (-(K : ℤ)) K,
        conj (a g) * b g' * (fourier (-(g - g')) x * s x) := by
    intro x
    simp only [trigPoly, map_sum, map_mul]
    rw [Finset.sum_mul_sum, Finset.mul_sum]
    refine Finset.sum_congr rfl fun g _ => ?_
    rw [Finset.mul_sum]
    refine Finset.sum_congr rfl fun g' _ => ?_
    rw [show -(g - g') = -g + g' by ring, fourier_add, fourier_neg]
    ring
  simp only [matrixElement, h]
  -- integrate term by term
  rw [MeasureTheory.integral_finsetSum _ (fun g _ => MeasureTheory.integrable_finsetSum _ fun g' _ =>
    (integrable_fourier_mul hs (-(g - g'))).const_mul (conj (a g) * b g'))]
  refine Finset.sum_congr rfl fun g _ => ?_
  rw [MeasureTheory.integral_finsetSum _ (fun g' _ =>
    (integrable_fourier_mul hs (-(g - g'))).const_mul (conj (a g) * b g'))]
  refine Finset.sum_congr rfl fun g' _ => ?_
  rw [integral_const_mul]
  rfl
```

## (g) Picking out one plane wave

Let \(|g| \le K\). Find coefficients \(a_k\) with
\[ \sum_{|k|\le K} a_k e_k = e_g . \]

**Solution.** Take \(a_g = 1\) and all others zero. The condition \(|g| \le K\) guarantees that the term \(k = g\) is in the sum. In Lean these coefficients are `Pi.single g 1`.

```lean
omit hT in
/-- A single unit coefficient, at a wavenumber of modulus at most `K`, gives a single plane wave. -/
lemma trigPoly_single {K : ℕ} {g : ℤ} (hg : g ∈ Finset.Icc (-(K : ℤ)) K) :
    trigPoly K (Pi.single g 1) = fun x : AddCircle T => fourier g x := by
  funext x
  simp only [trigPoly]
  rw [Finset.sum_eq_single_of_mem g hg]
  · rw [Pi.single_eq_same, one_mul]
  · intro k _ hk
    rw [Pi.single_eq_of_ne hk, zero_mul]
```

## (h) What the basis can distinguish

Let \(s\) and \(t\) be integrable. Show that
\[ \langle f|s|h\rangle = \langle f|t|h\rangle \ \text{ for all } f,h \text{ of degree at most } K \iff \hat s(n) = \hat t(n) \ \text{ for all } |n| \le 2K . \]

**Solution.** Suppose the matrix elements agree, and let \(|n| \le 2K\). Put \(g = \lfloor n/2 \rfloor\) and \(g' = g - n = -\lceil n/2 \rceil\). Both lie between \(-K\) and \(K\), and \(g - g' = n\). By (g) the waves \(e_g\) and \(e_{g'}\) are allowed choices of \(f\) and \(h\), and by (e) their matrix elements are \(\hat s(n)\) and \(\hat t(n)\), which are therefore equal.

Conversely, suppose the coefficients agree up to \(2K\). In the double sum of (f), \(|g - g'| \le |g| + |g'| \le 2K\), so the sums for \(s\) and \(t\) agree term by term.

The Lean expression `n / 2` is integer division, which here rounds down as \(\lfloor n/2 \rfloor\) does. The bounds on the wavenumbers are settled by `omega`.

```lean
/-- Two integrable functions have the same matrix elements between all trigonometric polynomials
of degree at most `K` exactly when their Fourier coefficients agree up to `2K`. -/
theorem matrixElement_eq_iff {s t : AddCircle T → ℂ} (hs : Integrable s haarAddCircle)
    (ht : Integrable t haarAddCircle) (K : ℕ) :
    (∀ a b : ℤ → ℂ, matrixElement s (trigPoly K a) (trigPoly K b) =
      matrixElement t (trigPoly K a) (trigPoly K b)) ↔
    ∀ n : ℤ, |n| ≤ 2 * (K : ℤ) → fourierCoeff s n = fourierCoeff t n := by
  constructor
  · intro h n hn
    rw [abs_le] at hn
    -- write n as a difference of two wavenumbers of the basis
    have h1 : n / 2 ∈ Finset.Icc (-(K : ℤ)) K := by
      rw [Finset.mem_Icc]
      omega
    have h2 : n / 2 - n ∈ Finset.Icc (-(K : ℤ)) K := by
      rw [Finset.mem_Icc]
      omega
    have h3 := h (Pi.single (n / 2) 1) (Pi.single (n / 2 - n) 1)
    rw [trigPoly_single h1, trigPoly_single h2, matrixElement_planeWave,
      matrixElement_planeWave, sub_sub_cancel] at h3
    exact h3
  · intro h a b
    rw [matrixElement_trigPoly hs, matrixElement_trigPoly ht]
    refine Finset.sum_congr rfl fun g hg => Finset.sum_congr rfl fun g' hg' => ?_
    rw [Finset.mem_Icc] at hg hg'
    rw [h (g - g') (abs_le.mpr (by constructor <;> omega))]
```

## (i) When a given cutoff is exact

Let \(s\) be integrable and \(M \ge 0\) an integer. Show that
\[ \langle f|s|h\rangle = \langle f|s_M|h\rangle \ \text{ for all } f,h \text{ of degree at most } K \iff \hat s(n) = 0 \ \text{ whenever } M < |n| \le 2K . \]

**Solution.** By (b), \(s_M\) is integrable, so (h) applies with \(t = s_M\). By (d), the coefficient of \(s_M\) at \(n\) is \(\hat s(n)\) for \(|n| \le M\) and zero beyond. The condition in (h) is therefore automatic for \(|n| \le M\), and for \(M < |n| \le 2K\) it reads \(\hat s(n) = 0\).

In the opening example \(K = 1\) and \(\hat s(\pm 2) = 1\), so the cutoff \(M = 1\) is not exact.

The code records the integrability as `ht` and the coefficients of \(s_M\) as `hc`, then treats the two directions separately.

```lean
/-- Truncating an integrable function `s` at cutoff `M` leaves all matrix elements of the degree-`K`
basis unchanged exactly when the Fourier coefficients of `s` at wavenumbers `n` with `M < |n| ≤ 2K`
vanish. -/
theorem truncation_exact_iff {s : AddCircle T → ℂ} (hs : Integrable s haarAddCircle)
    (M K : ℕ) :
    (∀ a b : ℤ → ℂ, matrixElement s (trigPoly K a) (trigPoly K b) =
      matrixElement (truncate M s) (trigPoly K a) (trigPoly K b)) ↔
    ∀ n : ℤ, (M : ℤ) < |n| → |n| ≤ 2 * (K : ℤ) → fourierCoeff s n = 0 := by
  have ht : Integrable (truncate M s) haarAddCircle := integrable_trigPoly M _
  have hc : ∀ n, fourierCoeff (truncate M s) n =
      if n ∈ Finset.Icc (-(M : ℤ)) M then fourierCoeff s n else 0 :=
    fourierCoeff_trigPoly M _
  rw [matrixElement_eq_iff hs ht]
  constructor
  · intro h n h1 h2
    rw [h n h2, hc, if_neg]
    rw [Finset.mem_Icc, ← abs_le]
    exact not_le.mpr h1
  · intro h n h2
    rw [hc]
    split_ifs with hn
    · rfl
    · rw [Finset.mem_Icc, ← abs_le] at hn
      exact h n (not_le.mp hn) h2
```

## (j) The cutoff 2K

Let \(s\) be integrable. Show that for all \(f, h\) of degree at most \(K\)
\[ \int s\,\bar f h = \int s_{2K}\,\bar f h . \]

**Solution.** Set \(M = 2K\) in (i). No integer \(n\) satisfies \(2K < |n| \le 2K\), so the condition on the coefficients is empty and the equality holds. The proof in Lean derives the same contradiction from `h1` and `h2`.

```lean
/-- Truncating an integrable function at `2K` causes no error in its matrix elements between
trigonometric polynomials of degree at most `K`. -/
theorem truncation_exact {s : AddCircle T → ℂ} (hs : Integrable s haarAddCircle)
    (K : ℕ) (a b : ℤ → ℂ) :
    matrixElement s (trigPoly K a) (trigPoly K b) =
      matrixElement (truncate (2 * K) s) (trigPoly K a) (trigPoly K b) := by
  refine (truncation_exact_iff hs (2 * K) K).mpr (fun n h1 h2 => ?_) a b
  push_cast at h1
  exact absurd h2 (not_le.mpr h1)
```

## (k) Overlap over a region

Let \(S\) be a measurable part of the circle, for instance what remains after the atomic intervals are removed, and let \(\Theta\) be its step function, 1 on \(S\) and 0 elsewhere. Show that for \(f, h\) of degree at most \(K\)
\[ \int_S \bar f h = \langle f|\Theta_{2K}|h\rangle . \]

**Solution.** The step function restricts the integral to \(S\), and it is integrable, so (j) applies:
\[ \int_S \bar f h = \int \Theta\,\bar f h = \langle f|\Theta|h\rangle = \langle f|\Theta_{2K}|h\rangle . \]

In Lean, \(\Theta\) is `S.indicator fun _ => 1`. The proof first replaces the truncated function by the full one, then writes the integral over \(S\) as one over the circle, and compares the integrands for \(x\) inside and outside \(S\).

```lean
/-- For two trigonometric polynomials of degree at most `K`, the overlap integral over a measurable
region `S` is the matrix element between them of the step function of `S` truncated at `2K`. -/
theorem interstitial_overlap {S : Set (AddCircle T)} (hS : MeasurableSet S)
    (K : ℕ) (a b : ℤ → ℂ) :
    ∫ x in S, conj (trigPoly K a x) * trigPoly K b x ∂haarAddCircle =
      matrixElement (truncate (2 * K) (S.indicator fun _ => 1))
        (trigPoly K a) (trigPoly K b) := by
  rw [← truncation_exact ((integrable_const (1 : ℂ)).indicator hS), ← integral_indicator hS]
  unfold matrixElement
  refine integral_congr_ae (ae_of_all _ fun x => ?_)
  by_cases hx : x ∈ S
  · simp only [Set.indicator_of_mem hx, one_mul]
  · simp only [Set.indicator_of_notMem hx, zero_mul]

end

end StepFunctionTruncation
```

```lean
#print axioms StepFunctionTruncation.matrixElement_planeWave
#print axioms StepFunctionTruncation.interstitial_overlap
```

```
'StepFunctionTruncation.matrixElement_planeWave' depends on axioms: [propext, Classical.choice, Quot.sound]
'StepFunctionTruncation.interstitial_overlap' depends on axioms: [propext, Classical.choice, Quot.sound]
```

## From the circle to an LAPW interstitial

In linearized augmented plane-wave (LAPW) calculations the plane-wave overlap over the interstitial, the region outside the atomic spheres, can be computed from Fourier coefficients of a step function; part (k) shows, for a one-dimensional periodic cell and exactly known coefficients, that those up to \(2K\) suffice. Basis functions at a Bloch wavevector \(q\) carry a common factor \(e^{iqx}\), which cancels in \(\bar f h\), so the same holds for them when their periodic parts have degree at most \(K\). The three-dimensional cell, the contributions from inside the atomic regions, and errors from computing the coefficients on a grid are not treated.

For a potential \(V\) in the interstitial, part (j) applies to \(s = V\Theta\) if this product is integrable, and it is then the product that is truncated. Truncating \(\Theta\) at \(2K\) before multiplying by \(V\) is a different operation, and it can change the matrix elements.
